# A centered dimer with half-length above 1 gives the wrong curvature sign at the barrier top of $x^4/4-x^2/2$

Q: A saddle search places two copies of a system, a dimer, on either side of the current configuration and reads the curvature along the dimer from the difference of their forces. Suppose that this configuration is a barrier top between two wells. If the dimer is long enough, both ends lie on the outer walls of these wells. The forces then push inward, as they would around a minimum. How long may the dimer be before this happens?

A: Along the dimer axis, let $V(x)$ be the energy, $x$ the midpoint and $d$ the distance from the midpoint to each end. Note that $d$ is half the dimer's length. The force is $-V'$, so the centered estimate is
$$C=\frac{V'(x+d)-V'(x-d)}{2d}.$$
If $V$ is a polynomial of degree at most five, the Taylor series of $V'$ stops at fourth order:
$$V'(x\pm d)=V'\pm dV''+\frac{d^2}{2}V'''\pm\frac{d^3}{6}V''''+\frac{d^4}{24}V^{(5)}.$$
All derivatives on the right are taken at $x$. Subtraction removes the even powers of $d$ and leaves $2dV''+d^3V''''/3$. Hence
$$C=V''+\frac{d^2}{6}V''''.$$
If $V''''>0$, multiplying $C>0$ by 6 and dividing by $V''''$ gives $d^2>-6V''/V''''$. At a point of negative curvature, the estimate therefore has the wrong sign once the half-length $d$ exceeds $\sqrt{-6V''/V''''}$, that is, once the dimer is longer than twice this value.

Q: What does the Lean code take as the potential, and where are the forces?

A: The potential is a real polynomial, `V : ℝ[X]`, and `derivative` is its formal derivative, which agrees with the ordinary one when evaluated. The code works with slopes $V'$ instead of forces; the minus sign is already absorbed in $C$. All quantities are dimensionless.

```lean
import Mathlib

open Polynomial

namespace FiniteDimerLength

noncomputable section

/-- The curvature `V''(x)` of the potential `V`. -/
def curvature (V : ℝ[X]) (x : ℝ) : ℝ :=
  (derivative (derivative V)).eval x

/-- The third derivative `V'''(x)` of the potential. -/
def thirdDeriv (V : ℝ[X]) (x : ℝ) : ℝ :=
  (derivative (derivative (derivative V))).eval x

/-- The fourth derivative `V''''(x)` of the potential. -/
def fourthDeriv (V : ℝ[X]) (x : ℝ) : ℝ :=
  (derivative (derivative (derivative (derivative V)))).eval x

/-- The centered dimer estimate of the curvature, from the slopes at `x + d` and `x - d`,
for `d ≠ 0`. -/
def centeredCurvature (V : ℝ[X]) (x d : ℝ) : ℝ :=
  ((derivative V).eval (x + d) - (derivative V).eval (x - d)) / (2 * d)
```

Q: Many calculations already have the force at the midpoint. Why not use that and one end?

A: That is the one-sided estimate, `forwardCurvature`. For degree at most four,
$$\frac{V'(x+d)-V'(x)}{d}=V''+\frac d2V'''+\frac{d^2}{6}V''''=C+\frac d2V'''.$$
It saves a force evaluation, but where $V'''\neq0$ it has an additional error linear in $d$. The definition is followed by the double well used as the example. In the code, `X` is the polynomial variable and `C` turns a number into a constant polynomial; it is not the estimate $C$.

```lean
/-- The one-sided estimate of the curvature, from the slopes at `x + d` and `x`,
for `d ≠ 0`. -/
def forwardCurvature (V : ℝ[X]) (x d : ℝ) : ℝ :=
  ((derivative V).eval (x + d) - (derivative V).eval x) / d

/-- The double well `V(x) = x⁴/4 - x²/2`. -/
def doubleWell : ℝ[X] := C (1 / 4) * X ^ 4 - C (1 / 2) * X ^ 2
```

Q: How does Lean check the expansion without a Taylor series?

A: It compares coefficients. The first lemma writes any $V$ of degree at most five as $a_0+a_1x+\dots+a_5x^5$.

```lean
/-- A potential of degree at most five is the sum of its six lowest monomials. -/
theorem quintic_form (V : ℝ[X]) (hV : V.natDegree ≤ 5) :
    V = C (V.coeff 0) + C (V.coeff 1) * X + C (V.coeff 2) * X ^ 2
      + C (V.coeff 3) * X ^ 3 + C (V.coeff 4) * X ^ 4 + C (V.coeff 5) * X ^ 5 := by
  refine (V.as_sum_range' 6 (by omega)).trans ?_
  simp only [Finset.sum_range_succ, Finset.sum_range_zero, ← C_mul_X_pow_eq_monomial]
  ring
```

In the next proof, `generalize` turns these coefficients into free real numbers. `div_eq_iff` multiplies through by $2d$, which is allowed because $d\neq0$. Then `simp` differentiates and evaluates, and `ring` confirms that the two sides agree, which is the cancellation of even powers seen above.

```lean
/-- For a potential of degree at most five and `d ≠ 0`, the centered dimer estimate is
the curvature plus `d² V''''(x) / 6`. -/
theorem centeredCurvature_eq (V : ℝ[X]) (hV : V.natDegree ≤ 5) (x : ℝ) {d : ℝ}
    (hd : d ≠ 0) :
    centeredCurvature V x d = curvature V x + d ^ 2 * fourthDeriv V x / 6 := by
  have h := quintic_form V hV
  -- replace the potential by an explicit quintic with free coefficients
  generalize V.coeff 0 = a₀ at h
  generalize V.coeff 1 = a₁ at h
  generalize V.coeff 2 = a₂ at h
  generalize V.coeff 3 = a₃ at h
  generalize V.coeff 4 = a₄ at h
  generalize V.coeff 5 = a₅ at h
  rw [h]
  unfold centeredCurvature curvature fourthDeriv
  rw [div_eq_iff (mul_ne_zero two_ne_zero hd)]
  simp
  ring
```

The one-sided proof first replaces the centered estimate by its formula, sets $a_5=0$, and then compares coefficients in the same way.

```lean
/-- For a potential of degree at most four and `d ≠ 0`, the one-sided estimate differs
from the centered one by the additional error `d V'''(x) / 2`. -/
theorem forwardCurvature_eq (V : ℝ[X]) (hV : V.natDegree ≤ 4) (x : ℝ) {d : ℝ}
    (hd : d ≠ 0) :
    forwardCurvature V x d = centeredCurvature V x d + d * thirdDeriv V x / 2 := by
  rw [centeredCurvature_eq V (by omega) x hd]
  have h := quintic_form V (by omega)
  -- the fifth-order coefficient vanishes
  have h5 : V.coeff 5 = 0 := coeff_eq_zero_of_natDegree_lt (by omega)
  rw [h5] at h
  generalize V.coeff 0 = a₀ at h
  generalize V.coeff 1 = a₁ at h
  generalize V.coeff 2 = a₂ at h
  generalize V.coeff 3 = a₃ at h
  generalize V.coeff 4 = a₄ at h
  rw [h]
  unfold forwardCurvature curvature thirdDeriv fourthDeriv
  rw [div_eq_iff hd]
  simp
  ring
```

Q: Why does one theorem allow degree five and the other only four?

A: The fifth derivative enters $V'(x+d)$ and $V'(x-d)$ equally, so it cancels only in the centered difference. For $V=x^5$ at $x=0$, the one-sided estimate is $5d^3$, while $C$ and $V'''$ both vanish; I worked out that example separately from the Lean code.

The centered formula fails in turn at degree six. For $V=x^6$ at $x=0$, the slopes at the ends are $\pm6d^5$, so $C=12d^5/(2d)=6d^4$, although $V''$ and $V''''$ are both zero there.

```lean
/-- For `V = x⁶` at `x = 0` and `d ≠ 0`, the centered estimate is `6 d⁴`, whereas
`V'' + d² V'''' / 6` vanishes. -/
theorem sextic_counterexample {d : ℝ} (hd : d ≠ 0) :
    centeredCurvature (X ^ 6) 0 d = 6 * d ^ 4 ∧
      curvature (X ^ 6) 0 + d ^ 2 * fourthDeriv (X ^ 6) 0 / 6 = 0 := by
  constructor
  · unfold centeredCurvature
    rw [div_eq_iff (mul_ne_zero two_ne_zero hd)]
    simp only [derivative_X_pow, eval_mul, eval_pow, eval_X, eval_C]
    norm_num
    ring
  · simp [curvature, fourthDeriv]
```

Q: And the critical length?

A: The theorem states the criterion for $V''''(x)>0$. Its proof inserts the centered formula, multiplies the inequality by $V''''$ and leaves the linear rearrangement to `linarith`.

```lean
/-- For a potential of degree at most five with `V''''(x) > 0` and for `d ≠ 0`, the
centered estimate is positive exactly when `d²` exceeds `-6 V''(x) / V''''(x)`. -/
theorem centeredCurvature_pos_iff (V : ℝ[X]) (hV : V.natDegree ≤ 5) (x : ℝ) {d : ℝ}
    (hd : d ≠ 0) (h4 : 0 < fourthDeriv V x) :
    0 < centeredCurvature V x d ↔ -6 * curvature V x / fourthDeriv V x < d ^ 2 := by
  rw [centeredCurvature_eq V hV x hd, div_lt_iff₀ h4]
  constructor <;> intro h <;> linarith
```

Q: Now the double well. Does the number agree with the picture of the outer walls?

A: It does. Here $V'=x^3-x$, $V''=3x^2-1$ and $V''''=6$, so $C=3x^2-1+d^2$. Lean obtains both curvatures directly from the definitions.

```lean
/-- In the double well the curvature is `3x² - 1`, and for `d ≠ 0` the centered estimate
is `3x² - 1 + d²`. -/
theorem doubleWell_curvatures (x : ℝ) {d : ℝ} (hd : d ≠ 0) :
    curvature doubleWell x = 3 * x ^ 2 - 1 ∧
      centeredCurvature doubleWell x d = 3 * x ^ 2 - 1 + d ^ 2 := by
  constructor
  · unfold curvature doubleWell
    simp
    ring
  · unfold centeredCurvature doubleWell
    rw [div_eq_iff (mul_ne_zero two_ne_zero hd)]
    simp
    ring
```

At the barrier top, $V''(0)=-1$ and $C=d^2-1=(d-1)(d+1)$. For $d>0$ the second factor is positive, so $C>0$ exactly when $d>1$. The minima are at $x=\pm1$. At $d=1$ the ends sit in them, both forces vanish and $C=0$; beyond that, the ends are on the outer walls. In the last proof, `nlinarith` supplies the step between $d^2>1$ and $d>1$.

```lean
/-- At `x = 0` in the double well the curvature is negative, while for `d > 0` the
centered estimate is positive exactly when `d > 1`. -/
theorem doubleWell_wrong_sign_iff {d : ℝ} (hd : 0 < d) :
    curvature doubleWell 0 < 0 ∧ (0 < centeredCurvature doubleWell 0 d ↔ 1 < d) := by
  obtain ⟨h₁, h₂⟩ := doubleWell_curvatures 0 hd.ne'
  rw [h₁, h₂]
  refine ⟨by norm_num, ?_⟩
  constructor <;> intro h <;> nlinarith

end

end FiniteDimerLength
```

```lean
#print axioms FiniteDimerLength.centeredCurvature_eq
-- 'FiniteDimerLength.centeredCurvature_eq' depends on axioms: [propext, Classical.choice, Quot.sound]
#print axioms FiniteDimerLength.forwardCurvature_eq
-- 'FiniteDimerLength.forwardCurvature_eq' depends on axioms: [propext, Classical.choice, Quot.sound]
#print axioms FiniteDimerLength.centeredCurvature_pos_iff
-- 'FiniteDimerLength.centeredCurvature_pos_iff' depends on axioms: [propext, Classical.choice, Quot.sound]
#print axioms FiniteDimerLength.doubleWell_wrong_sign_iff
-- 'FiniteDimerLength.doubleWell_wrong_sign_iff' depends on axioms: [propext, Classical.choice, Quot.sound]
```

Q: What happens for a very short dimer, or for a very simple potential?

A: As $d\to0$, the centered error shrinks as $d^2$. For a cubic potential $V''''=0$, so the centered estimate is exact at every $d\neq0$. For a harmonic potential $V'''$ vanishes too, and both estimates are exact.

Q: A molecule has many coordinates and no polynomial energy. What connects it to this?

A: Take a configuration $R$ and a unit vector $N$ along the dimer, and set $V(s)=E(R+sN)$, where $E$ is the energy surface. Then $V'(s)=-F\cdot N$, with $F$ the force at $R+sN$, and the midpoint is $s=0$. The theorems assume that this $V$ is a polynomial of low degree, which for a molecule is in general only an approximation over the length of the dimer. For a general smooth surface, higher derivatives add further terms.

Q: Where would the wrong sign show up in a calculation?

A: In a saddle search on an electronic-structure energy surface, one computes the forces $F_\pm$ at $R\pm dN$ and forms $C=(F_--F_+)\cdot N/(2d)$. In the usual dimer scheme, $C<0$ means that the force component along $N$ is reversed and the perpendicular components are kept, so the system climbs along $N$ and relaxes across it. If $C>0$, only the reversed component along $N$ is used. With the double well along $N$, its barrier top at the midpoint and $d=1.2$, the estimate is $+0.44$ where the true curvature is $-1$, and the perpendicular relaxation is switched off at a point where it should be on.
